# Newton iteration for a trust-region level shift increases to the root from any start at or below it and above minus the lowest Hessian eigenvalue

## The shift that fixes the step length

In a trust-region optimisation of a geometry or of orbitals, the step may not be longer than a trust radius $\Delta>0$. When the plain Newton step is too long, or the Hessian $B$ is not positive definite, a common remedy is to look for a level shift $l$, added to $B$, at which the step has length $\Delta$; here $B$ is modelled as a bounded symmetric operator on a real Hilbert space, and Newton's method uses the true derivative of the length condition. With gradient $g$, put

$$p(l)=(B+l)^{-1}g,\qquad \varphi(l)=\frac1{\|p(l)\|}-\frac1\Delta .$$

The physical step is $-p(l)$; the code's `trialStep` omits the sign.

## What is claimed

Let $b\|x\|^2\le\langle Bx,x\rangle\le M\|x\|^2$ for all $x$, and $\|p(r)\|=\Delta$. From any $l_0\in(-b,r]$, the Newton iterates $l_k$ of $\varphi$ never decrease, stay in $[l_0,r]$, converge to $r$ and satisfy

$$r-l_k\le\rho^k(r-l_0),\qquad \rho=\frac{M-b}{M+l_0}.$$

In finite dimension, $b$ may be the lowest eigenvalue. The geometric bound is a guarantee that holds from the first step, not the final speed: close to $r$ the convergence is quadratic, as usual for Newton's method at a simple root of a smooth function (not proved here).

## Slope and tangent

Since $\Delta>0$, $g\ne0$. Fix $l\in(-b,r]$ and write $A=B+l$, $p=p(l)$, $n=\|p\|$, $q=A^{-1}p$ and $a=\langle p,q\rangle$. Then $\langle Ax,x\rangle\ge(b+l)\|x\|^2$, so $A$ is invertible and $a=\langle Aq,q\rangle>0$. From $p'=-q$ follows $\|p\|'=-a/n$, hence $\varphi'(l)=a/n^3>0$.

For $m\ge l$ let $d=m-l$ and $v=p(m)$. From $Av+dv=g$ we get $p=Sv$ with $S=1+dA^{-1}$, which is symmetric and positive. Cauchy–Schwarz, first in the metric $S$ and then in the ordinary one, gives

$$n^4=\langle p,Sv\rangle^2\le\langle p,Sp\rangle\langle v,Sv\rangle=(n^2+da)\langle v,p\rangle\le(n^2+da)\,n\|v\| .$$

Dividing by $n^4\|v\|$ yields $1/\|v\|\le1/n+da/n^3$, that is, $\varphi(m)\le\varphi(l)+(m-l)\varphi'(l)$. At $m=r$ the left side vanishes, so $l^+=l-\varphi(l)/\varphi'(l)\le r$.

## Contraction of the error

With $z=A^{-1}v$, Cauchy–Schwarz in the metric $A$ gives

$$\|v\|^4=\langle Av,z\rangle^2\le(M+l)\|v\|^2\langle v,z\rangle .$$

Hence $\|v\|n\ge\langle v,p\rangle=\|v\|^2+d\langle v,z\rangle\ge\|v\|^2\bigl(1+\tfrac d{M+l}\bigr)$. At $m=r$ this reads $(n-\Delta)/\Delta\ge(r-l)/(M+l)$.

Expanding $\|p-(b+l)q\|^2\ge0$ and using $(b+l)\|q\|^2\le a$ gives $n^2/a\ge b+l$. Therefore

$$l^+-l=\frac{n^2}{a}\,\frac{n-\Delta}{\Delta}\ge\frac{b+l}{M+l}(r-l)\ge0,$$

$$r-l^+\le\frac{M-b}{M+l}(r-l).$$

Because $l_k\ge l_0$, each factor is at most $\rho<1$; induction gives the bound and the limit.

In finite dimension, expand $x=\sum_i c_ie_i$ in orthonormal eigenvectors with eigenvalues $\lambda_i$: $\langle Bx,x\rangle=\sum_i\lambda_ic_i^2\ge b\|x\|^2$. Take $M=\|B\|$.

## A start below the allowed interval

Take $B=0$ on $\mathbb R$, $g=\Delta=1$, so $b=0$, $r=1$ and $\varphi(l)=|l|-1$ for $l\neq0$. From $l_0=-\tfrac12$ Newton moves down to $-1$ and stays there. Without $l_0>-b$, both monotone increase and convergence to $r$ can fail.

## Reading the Lean statement

`hB` is symmetry, `hb` and `hM` are the two quadratic-form bounds, and `hr` says that $r$ gives length $\Delta$. Such an $r>-b$ is assumed to exist; even with $b$ the lowest eigenvalue, it may not when $g$ is orthogonal to the lowest eigenspace, the "hard case" that the full Moré–Sorensen algorithm treats separately. `newtonStep` uses `deriv`, and `Monotone` allows equal iterates. The finite-dimensional theorem states monotonicity and the limit, without the error bound.

For second-order orbital or geometry optimisation, the result supports the inner search for the shift, with a fixed quadratic model and exact linear solves. Identifying $-p(r)$ with the minimiser in the ball of radius $\Delta$ is a further step, which needs $r\ge0$.

```lean
import Mathlib

open scoped InnerProductSpace Topology
open Filter

namespace MoreSorensenNewton

noncomputable section

variable {E : Type*} [NormedAddCommGroup E] [InnerProductSpace ℝ E]

/-- The level-shifted Hessian `B + l`. -/
def shifted (B : E →L[ℝ] E) (l : ℝ) : E →L[ℝ] E := B + l • (1 : E →L[ℝ] E)

/-- The trial step `(B + l)⁻¹ g`, for shifts `l` at which `B + l` is invertible. -/
def trialStep (B : E →L[ℝ] E) (g : E) (l : ℝ) : E := Ring.inverse (shifted B l) g

/-- The secular function `1/‖(B + l)⁻¹ g‖ - 1/Δ`, for invertible `B + l`, `g ≠ 0` and `Δ ≠ 0`. -/
def secular (B : E →L[ℝ] E) (g : E) (Δ l : ℝ) : ℝ := 1 / ‖trialStep B g l‖ - 1 / Δ

/-- One Newton update for a root of `f`, at points where `f` has a nonzero derivative. -/
def newtonStep (f : ℝ → ℝ) (l : ℝ) : ℝ := l - f l / deriv f l

/-- The Newton iterates of `f` from the start `l₀`, as long as the derivative is nonzero. -/
def newtonSeq (f : ℝ → ℝ) (l₀ : ℝ) : ℕ → ℝ
  | 0 => l₀
  | k + 1 => newtonStep f (newtonSeq f l₀ k)

section Hilbert

variable {B : E →L[ℝ] E} {b l m r M Δ : ℝ} (hb : ∀ x, b * ‖x‖ ^ 2 ≤ ⟪B x, x⟫_ℝ)
include hb

/-- If `b` bounds the quadratic form of `B` from below, `b + l` bounds that of `B + l`. -/
theorem shifted_coercive (l : ℝ) (x : E) : (b + l) * ‖x‖ ^ 2 ≤ ⟪shifted B l x, x⟫_ℝ := by
  change _ ≤ ⟪B x + l • x, x⟫_ℝ
  rw [inner_add_left, real_inner_smul_left, real_inner_self_eq_norm_sq]
  linarith [hb x]

variable [CompleteSpace E]

/-- If `b` bounds the quadratic form of `B` from below, `B + l` is invertible for `l > -b`. -/
theorem shifted_isUnit (hl : -b < l) : IsUnit (shifted B l) := by
  have hc : 0 < b + l := by linarith
  refine ContinuousLinearMap.isUnit_of_forall_le_norm_inner_map _ (c := ⟨b + l, hc.le⟩) hc ?_
  intro x
  change ‖x‖ ^ 2 * (b + l) ≤ _
  rw [Real.norm_eq_abs, mul_comm]
  exact (shifted_coercive hb l x).trans (le_abs_self _)

/-- For `l > -b`, with `b` a lower bound of `B`, the trial step solves `(B + l) p = g`. -/
theorem shifted_trialStep (hl : -b < l) (g : E) : shifted B l (trialStep B g l) = g :=
  congrArg (fun T : E →L[ℝ] E => T g) (Ring.mul_inverse_cancel _ (shifted_isUnit hb hl))

/-- Resolvent identity for the trial steps at two shifts above `-b`, `b` a lower bound of `B`. -/
theorem resolvent_identity (hl : -b < l) (hm : -b < m) (g : E) :
    trialStep B g l = trialStep B g m + (m - l) • trialStep B (trialStep B g m) l := by
  by_contra hne
  have hx : shifted B l (trialStep B g l -
      (trialStep B g m + (m - l) • trialStep B (trialStep B g m) l)) = 0 := by
    rw [map_sub, map_add, map_smul, shifted_trialStep hb hl, shifted_trialStep hb hl]
    have h : B (trialStep B g m) + m • trialStep B g m = g := shifted_trialStep hb hm g
    change g - (B (trialStep B g m) + l • trialStep B g m + (m - l) • trialStep B g m) = 0
    linear_combination (norm := module) (-1 : ℝ) • h
  have hc := shifted_coercive hb l _ |>.trans_eq (by rw [hx, inner_zero_left])
  have hp := mul_pos (by linarith : 0 < b + l)
    (pow_pos (norm_pos_iff.2 (sub_ne_zero.2 hne)) 2)
  linarith

/-- Slope of the secular function at `l > -b`, for `g ≠ 0` and `b` a lower bound of `B`;
the slope is positive. -/
theorem hasDerivAt_secular (hl : -b < l) {g : E} (hg : g ≠ 0) (Δ : ℝ) :
    HasDerivAt (secular B g Δ)
      (⟪trialStep B g l, trialStep B (trialStep B g l) l⟫_ℝ / ‖trialStep B g l‖ ^ 3) l ∧
    0 < ⟪trialStep B g l, trialStep B (trialStep B g l) l⟫_ℝ / ‖trialStep B g l‖ ^ 3 := by
  have ne : ∀ y : E, y ≠ 0 → 0 < ‖trialStep B y l‖ := fun y hy => norm_pos_iff.2 fun h =>
    hy (by rw [← shifted_trialStep hb hl y, h, map_zero])
  have hn := ne g hg
  constructor
  · -- differentiate the inverse, then the norm
    obtain ⟨u, hu⟩ := shifted_isUnit hb hl
    have h1 : HasDerivAt (shifted B) ((1 : ℝ) • (1 : E →L[ℝ] E)) l :=
      ((hasDerivAt_id l).smul_const (1 : E →L[ℝ] E)).const_add B
    have h2 := hasFDerivAt_ringInverse (𝕜 := ℝ) u
    rw [hu] at h2
    have h3 : HasDerivAt (trialStep B g) (-trialStep B (trialStep B g l) l) l := by
      refine ((h2.comp_hasDerivAt l h1).clm_apply (hasDerivAt_const l g)).congr_deriv ?_
      simp [trialStep, ← hu]
    have h4 := h3.norm_sq.sqrt (pow_pos hn 2).ne'
    simp only [Real.sqrt_sq (norm_nonneg _)] at h4
    refine (((hasDerivAt_const l (1 : ℝ)).fun_div h4 hn.ne').sub_const (1 / Δ)).congr_deriv ?_
    rw [inner_neg_right]
    ring
  · have h := shifted_coercive hb l (trialStep B (trialStep B g l) l)
    rw [shifted_trialStep hb hl] at h
    have hq := ne _ (norm_pos_iff.1 hn)
    exact div_pos ((mul_pos (by linarith) (pow_pos hq 2)).trans_le h) (pow_pos hn 3)

variable (hB : ∀ x y, ⟪B x, y⟫_ℝ = ⟪x, B y⟫_ℝ)
include hB

/-- For symmetric `B` with lower bound `b`, `g ≠ 0` and `-b < l ≤ m`, the secular function
at `m` lies on or below its tangent at `l`. -/
theorem secular_le_tangent (hl : -b < l) (hlm : l ≤ m) {g : E} (hg : g ≠ 0) (Δ : ℝ) :
    secular B g Δ m ≤ secular B g Δ l + (m - l) *
      (⟪trialStep B g l, trialStep B (trialStep B g l) l⟫_ℝ / ‖trialStep B g l‖ ^ 3) := by
  have hd : 0 ≤ m - l := by linarith
  have hm : -b < m := by linarith
  have pos : ∀ x, 0 ≤ ⟪shifted B l x, x⟫_ℝ := fun x =>
    (mul_nonneg (by linarith) (sq_nonneg _)).trans (shifted_coercive hb l x)
  have hs : ∀ x y, ⟪shifted B l x, y⟫_ℝ = ⟪x, shifted B l y⟫_ℝ := by
    intro x y
    change ⟪B x + l • x, y⟫_ℝ = ⟪x, B y + l • y⟫_ℝ
    rw [inner_add_left, inner_add_right, real_inner_smul_left, real_inner_smul_right, hB]
  have core : ∀ u v q z : E, shifted B l q = u → shifted B l z = v → u = v + (m - l) • z →
      v ≠ 0 → 0 < ‖u‖ → ‖u‖ ^ 3 ≤ ‖v‖ * (‖u‖ ^ 2 + (m - l) * ⟪u, q⟫_ℝ) := by
    intro u v q z hq hz hu hv hun
    have hzv : 0 ≤ ⟪v, z⟫_ℝ := hz ▸ pos z
    have huq : 0 ≤ ⟪u, q⟫_ℝ := hq ▸ pos q
    have sym : ⟪v, q⟫_ℝ = ⟪u, z⟫_ℝ := by
      rw [← hz, hs, hq]
      exact real_inner_comm _ _
    have hvu : ⟪v, u⟫_ℝ = ⟪u, v⟫_ℝ := real_inner_comm _ _
    have h1 : ⟪u, u⟫_ℝ = ⟪u, v⟫_ℝ + (m - l) * ⟪u, z⟫_ℝ := by
      have h := congrArg (fun x => ⟪u, x⟫_ℝ) hu
      simpa only [inner_add_right, real_inner_smul_right] using h
    have h2 : ⟪v, u⟫_ℝ = ⟪v, v⟫_ℝ + (m - l) * ⟪v, z⟫_ℝ := by
      have h := congrArg (fun x => ⟪v, x⟫_ℝ) hu
      simpa only [inner_add_right, real_inner_smul_right] using h
    -- Cauchy-Schwarz in the metric (B + m)(B + l)⁻¹
    have key : ∀ s t : ℝ, 0 ≤ s ^ 2 * (⟪u, u⟫_ℝ + (m - l) * ⟪u, q⟫_ℝ)
        - 2 * s * t * ⟪u, u⟫_ℝ + t ^ 2 * ⟪u, v⟫_ℝ := by
      intro s t
      have p1 := pos (s • q - t • z)
      rw [map_sub, map_smul, map_smul, hq, hz] at p1
      have p2 : 0 ≤ ⟪s • u - t • v, s • u - t • v⟫_ℝ := real_inner_self_nonneg
      have p3 := mul_nonneg hd p1
      simp only [inner_sub_left, inner_sub_right, real_inner_smul_left,
        real_inner_smul_right] at p2 p3
      linear_combination p2 + p3 + 2 * s * t * h1 - t ^ 2 * h2 + (t ^ 2 - s * t) * hvu
        - (m - l) * s * t * sym
    have hV : 0 < ⟪u, v⟫_ℝ := by
      rw [← hvu, h2, real_inner_self_eq_norm_sq]
      linarith [pow_pos (norm_pos_iff.2 hv) 2, mul_nonneg hd hzv]
    have k2 : ⟪u, u⟫_ℝ ^ 2 ≤ ⟪u, v⟫_ℝ * (⟪u, u⟫_ℝ + (m - l) * ⟪u, q⟫_ℝ) :=
      le_of_mul_le_mul_left (by linear_combination key ⟪u, v⟫_ℝ ⟪u, u⟫_ℝ) hV
    rw [real_inner_self_eq_norm_sq] at k2
    have hW : 0 ≤ ‖u‖ ^ 2 + (m - l) * ⟪u, q⟫_ℝ := add_nonneg (sq_nonneg _) (mul_nonneg hd huq)
    have k3 := mul_le_mul_of_nonneg_right (real_inner_le_norm u v) hW
    exact le_of_mul_le_mul_left (by linarith) hun
  have ne : ∀ {t : ℝ}, -b < t → trialStep B g t ≠ 0 := fun ht h =>
    hg (by rw [← shifted_trialStep hb ht g, h, map_zero])
  have hn := norm_pos_iff.2 (ne hl)
  have h := core _ _ _ _ (shifted_trialStep hb hl _) (shifted_trialStep hb hl _)
    (resolvent_identity hb hl hm g) (ne hm) hn
  have e : ∀ n a : ℝ, 0 < n → 1 / n + (m - l) * (a / n ^ 3) = (n ^ 2 + (m - l) * a) / n ^ 3 := by
    intro n a h0
    field_simp
  have h' := (div_le_div_iff₀ (norm_pos_iff.2 (ne hm)) (pow_pos hn 3)).2
    (by linarith : 1 * ‖trialStep B g l‖ ^ 3 ≤ (‖trialStep B g l‖ ^ 2 + (m - l) *
      ⟪trialStep B g l, trialStep B (trialStep B g l) l⟫_ℝ) * ‖trialStep B g m‖)
  rw [← e _ _ hn] at h'
  unfold secular
  linarith

variable (hM : ∀ x, ⟪B x, x⟫_ℝ ≤ M * ‖x‖ ^ 2)
include hM

/-- For symmetric `B` between `b` and `M`, `g ≠ 0` and `-b < l ≤ m`, raising the shift from `l`
to `m` shortens the trial step at least by the factor `1 + (m - l)/(M + l)`. -/
theorem trialStep_shortens (hbM : b ≤ M) (hl : -b < l) (hlm : l ≤ m) {g : E} (hg : g ≠ 0) :
    (1 + (m - l) / (M + l)) * ‖trialStep B g m‖ ≤ ‖trialStep B g l‖ := by
  have hK : 0 < M + l := by linarith
  have hm : -b < m := by linarith
  have core : ∀ u v z : E, shifted B l z = v → u = v + (m - l) • z → v ≠ 0 →
      (1 + (m - l) / (M + l)) * ‖v‖ ≤ ‖u‖ := by
    intro u v z hz hu hv
    have up : ⟪shifted B l v, v⟫_ℝ ≤ (M + l) * ‖v‖ ^ 2 := by
      change ⟪B v + l • v, v⟫_ℝ ≤ _
      rw [inner_add_left, real_inner_smul_left, real_inner_self_eq_norm_sq]
      linarith [hM v]
    have sym : ⟪shifted B l v, z⟫_ℝ = ‖v‖ ^ 2 := by
      rw [← real_inner_self_eq_norm_sq]
      nth_rewrite 3 [← hz]
      change ⟪B v + l • v, z⟫_ℝ = ⟪v, B z + l • z⟫_ℝ
      rw [inner_add_left, inner_add_right, real_inner_smul_left, real_inner_smul_right, hB]
    have co := (mul_nonneg (by linarith) (sq_nonneg _)).trans
      (shifted_coercive hb l ((M + l) • z - v))
    rw [map_sub, map_smul, hz] at co
    simp only [inner_sub_left, inner_sub_right, real_inner_smul_left, real_inner_smul_right,
      sym, real_inner_self_eq_norm_sq] at co
    have hz' : ‖v‖ ^ 2 ≤ ⟪v, z⟫_ℝ * (M + l) :=
      le_of_mul_le_mul_left (by linarith) hK
    have f := mul_le_mul_of_nonneg_left ((div_le_iff₀ hK).2 hz') (sub_nonneg.2 hlm)
    have cs := real_inner_le_norm v u
    rw [hu, inner_add_right, real_inner_smul_right, real_inner_self_eq_norm_sq, ← hu] at cs
    refine le_of_mul_le_mul_left ?_ (norm_pos_iff.2 hv)
    calc ‖v‖ * ((1 + (m - l) / (M + l)) * ‖v‖)
        = ‖v‖ ^ 2 + (m - l) * (‖v‖ ^ 2 / (M + l)) := by ring
      _ ≤ ‖v‖ * ‖u‖ := by linarith
  exact core _ _ _ (shifted_trialStep hb hl _) (resolvent_identity hb hl hm g)
    fun h => hg (by rw [← shifted_trialStep hb hm g, h, map_zero])

/-- Let `B` be symmetric between `b` and `M`, `g ≠ 0`, `Δ > 0` and `‖(B + r)⁻¹ g‖ = Δ`. A Newton
step from `l` in `(-b, r]` moves towards `r` without overshooting and contracts the error. -/
theorem newtonStep_bracket (hbM : b ≤ M) {g : E} (hg : g ≠ 0) (hΔ : 0 < Δ)
    (hr : ‖trialStep B g r‖ = Δ) (hl : -b < l) (hlr : l ≤ r) :
    l ≤ newtonStep (secular B g Δ) l ∧ newtonStep (secular B g Δ) l ≤ r ∧
      r - newtonStep (secular B g Δ) l ≤ (M - b) / (M + l) * (r - l) := by
  have hc : 0 < b + l := by linarith
  have hK : 0 < M + l := by linarith
  obtain ⟨hder, hD⟩ := hasDerivAt_secular hb hl hg Δ
  have tan := secular_le_tangent hb hB hl hlr hg Δ
  have dec := trialStep_shortens hb hB hM hbM hl hlr hg
  have h0 : secular B g Δ r = 0 := by rw [secular, hr, sub_self]
  have hn : 0 < ‖trialStep B g l‖ := norm_pos_iff.2 fun h =>
    hg (by rw [← shifted_trialStep hb hl g, h, map_zero])
  have hq := shifted_coercive hb l (trialStep B (trialStep B g l) l)
  rw [shifted_trialStep hb hl] at hq
  have hsq := norm_sub_sq_real (trialStep B g l) ((b + l) • trialStep B (trialStep B g l) l)
  rw [real_inner_smul_right, norm_smul, mul_pow, Real.norm_eq_abs, sq_abs] at hsq
  rw [h0] at tan
  rw [hr] at dec
  unfold newtonStep
  rw [hder.deriv]
  have upper := (le_div_iff₀ hD).2 (by linarith : -(r - l) * _ ≤ secular B g Δ l)
  have ha := (div_pos_iff_of_pos_right (pow_pos hn 3)).1 hD
  unfold secular at upper ⊢
  generalize ⟪trialStep B g l, trialStep B (trialStep B g l) l⟫_ℝ = a at *
  have h1 : b + l ≤ ‖trialStep B g l‖ ^ 2 / a := (le_div_iff₀ ha).2 (by
    nlinarith [sq_nonneg ‖trialStep B g l - (b + l) • trialStep B (trialStep B g l) l‖,
      mul_le_mul_of_nonneg_left hq hc.le])
  generalize ‖trialStep B g l‖ = n at *
  have h2 : (r - l) / (M + l) ≤ (n - Δ) / Δ := (le_div_iff₀ hΔ).2 (by linarith)
  have hd : 0 ≤ (r - l) / (M + l) := div_nonneg (by linarith) hK.le
  have e : (1 / n - 1 / Δ) / (a / n ^ 3) = -(n ^ 2 / a * ((n - Δ) / Δ)) := by
    field_simp
    ring
  have lower := mul_le_mul h1 h2 hd (hc.le.trans h1)
  have hi : (M + l) * (M + l)⁻¹ = 1 := mul_inv_cancel₀ hK.ne'
  have e2 : (M - b) / (M + l) * (r - l) = (r - l) - (b + l) * ((r - l) / (M + l)) := by
    linear_combination (r - l) * hi
  have hp := mul_nonneg hc.le hd
  rw [e2]
  exact ⟨by linarith, by linarith, by linarith⟩

/-- Let `B` be symmetric between `b` and `M`, `Δ > 0` and `‖(B + r)⁻¹ g‖ = Δ`. From any start in
`(-b, r]` the Newton iterates increase monotonically to `r`, with a geometric error bound. -/
theorem newton_monotone_geometric {g : E} (hΔ : 0 < Δ) (hr : ‖trialStep B g r‖ = Δ)
    {l₀ : ℝ} (hl : -b < l₀) (hlr : l₀ ≤ r) :
    Monotone (newtonSeq (secular B g Δ) l₀) ∧
    (∀ k, newtonSeq (secular B g Δ) l₀ k ∈ Set.Icc l₀ r ∧
      r - newtonSeq (secular B g Δ) l₀ k ≤ ((M - b) / (M + l₀)) ^ k * (r - l₀)) ∧
    Tendsto (newtonSeq (secular B g Δ) l₀) atTop (𝓝 r) := by
  have hg : g ≠ 0 := by
    intro h
    rw [h, trialStep, map_zero, norm_zero] at hr
    linarith
  have hbM : b ≤ M := le_of_mul_le_mul_right ((hb g).trans (hM g)) (pow_pos (norm_pos_iff.2 hg) 2)
  have hK : 0 < M + l₀ := by linarith
  have hρ : 0 ≤ (M - b) / (M + l₀) := div_nonneg (by linarith) hK.le
  have step := fun {x : ℝ} (h : l₀ ≤ x) (h' : x ≤ r) =>
    newtonStep_bracket hb hB hM hbM hg hΔ hr (hl.trans_le h) h'
  have inv : ∀ k, newtonSeq (secular B g Δ) l₀ k ∈ Set.Icc l₀ r ∧
      r - newtonSeq (secular B g Δ) l₀ k ≤ ((M - b) / (M + l₀)) ^ k * (r - l₀) := by
    intro k
    induction k with
    | zero => exact ⟨⟨le_refl _, hlr⟩, by simp [newtonSeq]⟩
    | succ k ih =>
      obtain ⟨⟨i1, i2⟩, i3⟩ := ih
      obtain ⟨s1, s2, s3⟩ := step i1 i2
      refine ⟨⟨i1.trans s1, s2⟩, s3.trans ?_⟩
      have hq : (M - b) / (M + newtonSeq (secular B g Δ) l₀ k) ≤ (M - b) / (M + l₀) :=
        div_le_div_of_nonneg_left (by linarith) hK (by linarith)
      calc _ ≤ (M - b) / (M + l₀) * (r - newtonSeq (secular B g Δ) l₀ k) :=
            mul_le_mul_of_nonneg_right hq (by linarith)
        _ ≤ (M - b) / (M + l₀) * (((M - b) / (M + l₀)) ^ k * (r - l₀)) :=
            mul_le_mul_of_nonneg_left i3 hρ
        _ = _ := by ring
  refine ⟨monotone_nat_of_le_succ fun k => (step (inv k).1.1 (inv k).1.2).1, inv, ?_⟩
  -- squeeze the iterates between the geometric bound and r
  have hρ1 : (M - b) / (M + l₀) < 1 := (div_lt_one hK).2 (by linarith)
  have ht := ((tendsto_pow_atTop_nhds_zero_of_lt_one hρ hρ1).mul_const (r - l₀)).const_sub r
  rw [zero_mul, sub_zero] at ht
  exact tendsto_of_tendsto_of_tendsto_of_le_of_le ht tendsto_const_nhds
    (fun k => by linarith [(inv k).2]) (fun k => (inv k).1.2)

end Hilbert

/-- In finite dimension let `B` be symmetric with no eigenvalue below `b`, `Δ > 0` and
`‖(B + r)⁻¹ g‖ = Δ`. Newton iteration from any start in `(-b, r]` increases monotonically to `r`. -/
theorem newton_monotone_of_eigenvalues {F : Type*} [NormedAddCommGroup F]
    [InnerProductSpace ℝ F] [FiniteDimensional ℝ F] {B : F →L[ℝ] F} {g : F} {b r Δ l₀ : ℝ}
    (hB : ∀ x y, ⟪B x, y⟫_ℝ = ⟪x, B y⟫_ℝ)
    (hb : ∀ μ : ℝ, Module.End.HasEigenvalue (B : F →ₗ[ℝ] F) μ → b ≤ μ)
    (hΔ : 0 < Δ) (hr : ‖trialStep B g r‖ = Δ) (hl : -b < l₀) (hlr : l₀ ≤ r) :
    Monotone (newtonSeq (secular B g Δ) l₀) ∧
      Tendsto (newtonSeq (secular B g Δ) l₀) atTop (𝓝 r) := by
  have : CompleteSpace F := FiniteDimensional.complete ℝ F
  have hS : (B : F →ₗ[ℝ] F).IsSymmetric := fun x y => hB x y
  -- expand in eigenvectors to bound the quadratic form
  have ray : ∀ x, b * ‖x‖ ^ 2 ≤ ⟪B x, x⟫_ℝ := by
    intro x
    let e := hS.eigenvectorBasis rfl
    rw [← real_inner_self_eq_norm_sq, ← e.sum_inner_mul_inner x x,
      ← e.sum_inner_mul_inner (B x) x, Finset.mul_sum]
    refine Finset.sum_le_sum fun i _ => ?_
    have h2 : B (e i) = hS.eigenvalues rfl i • e i := hS.apply_eigenvectorBasis rfl i
    have h3 : b ≤ hS.eigenvalues rfl i := hb _ (hS.hasEigenvalue_eigenvalues rfl i)
    rw [hB x (e i), h2, real_inner_smul_right, real_inner_comm x (e i)]
    nlinarith [mul_le_mul_of_nonneg_right h3 (mul_self_nonneg ⟪x, e i⟫_ℝ)]
  have hM : ∀ x, ⟪B x, x⟫_ℝ ≤ ‖B‖ * ‖x‖ ^ 2 := fun x => by
    have h := mul_le_mul_of_nonneg_right (B.le_opNorm x) (norm_nonneg x)
    linarith [real_inner_le_norm (B x) x]
  have h := newton_monotone_geometric ray hB hM hΔ hr hl hlr
  exact ⟨h.1, h.2.2⟩

end

end MoreSorensenNewton
```

```lean
#print axioms MoreSorensenNewton.newton_monotone_of_eigenvalues
-- 'MoreSorensenNewton.newton_monotone_of_eigenvalues' depends on axioms: [propext, Classical.choice, Quot.sound]
```

## From the lemmas to the limit

`shifted_coercive` and `shifted_isUnit` give positivity and invertibility, and `shifted_trialStep` recovers $(B+l)p=g$. `resolvent_identity` is $p=Sv$: $B+l$ annihilates the difference of the two sides, so coercivity makes it zero.

`hasDerivAt_secular` differentiates the inverse, then the norm. In `secular_le_tangent`, `key` is positivity of $S$ on $sp-tv$; choosing $s=\langle p,v\rangle$, $t=\|p\|^2$ gives the first Cauchy–Schwarz inequality. `trialStep_shortens` obtains its inequality from positivity of $A$ on $(M+l)z-v$.

`newtonStep_bracket` combines these into the one-step bounds. `newton_monotone_geometric` carries the interval and the error bound through one induction, `inv`, then squeezes the iterates towards $r$. `newton_monotone_of_eigenvalues` supplies the form bounds by `eigenvectorBasis` and the operator norm.
